# The one-dimensional periodic lattice Poisson equation is solvable exactly when the cell is neutral

Give a periodic Poisson solver a cell with net charge and there is no potential for it to find: exact elimination ends in a contradictory equation, and the Fourier formula asks for a nonzero number divided by zero at zero wavevector. Even in a neutral cell the potential is fixed only up to a constant, so two correct codes can print different values for the same density.

On a ring of N ≥ 1 sites, let φ be the potential and ρ the charge density, both complex-valued, and write

(Lφ)(x) = 2φ(x) − φ(x+1) − φ(x−1).

Then Lφ = ρ has a solution exactly when Q = ∑ₓ ρ(x) is zero, and any two solutions differ by a constant. The grid spacing and the physical prefactor are absorbed into ρ.

## Dropping the zero-wavevector term

A Fourier solver for this one-dimensional finite-difference equation usually sets the zero-wavevector component of φ to zero. That selects the zero-average solution and, if Q ≠ 0, silently replaces ρ by ρ − Q/N, which adds a uniform neutralising background. Checking Q first shows whether the requested problem is the one being solved.

## Neutrality, uniqueness and an explicit potential

**Neutrality.** Shifting the index on a ring leaves a sum unchanged, so

∑ₓ (Lφ)(x) = 2∑ₓ φ(x) − ∑ₓ φ(x) − ∑ₓ φ(x) = 0.

If Lφ = ρ, then Q = 0.

**Uniqueness.** Put F(x) = conj φ(x) · φ(x−1) − |φ(x)|². Expanding the square gives

conj φ(x) · (Lφ)(x) − |φ(x+1) − φ(x)|² = F(x+1) − F(x).

The right side sums to zero over the ring, hence

∑ₓ conj φ(x) · (Lφ)(x) = ∑ₓ |φ(x+1) − φ(x)|².

If Lφ = 0, every term on the right vanishes, neighbouring values agree and φ is constant. Conversely, L sends constants to zero. Since L is linear, applying this to the difference of two solutions proves the claim.

**Existence.** Let g(k) = k(k − N)/(2N) for 0 ≤ k < N. The formula also gives the right value, zero, at k = N, which is site 0 again. For 0 < k < N,

(Lg)(k) = [2k² − (k+1)² − (k−1)²]/(2N) = −1/N,

because the terms linear in k cancel. At the origin g(0) = 0 and both neighbours have the value (1 − N)/(2N), so (Lg)(0) = 1 − 1/N. Thus g is the response to a unit charge in a uniform background. For u(x) = ∑ᵧ g(x−y) ρ(y),

(Lu)(x) = ∑ᵧ (Lg)(x−y) ρ(y) = ρ(x) − Q/N,

which is ρ(x) when Q = 0.

**Fixing the constant.** For Q = 0, ∑ₓ u(x) = (∑ₓ g(x)) Q = 0. Any other solution u + c has sum Nc, so zero average forces c = 0.

## The Lean file

```lean
import Mathlib

open ComplexConjugate

namespace PeriodicPoisson

noncomputable section

variable {N : ℕ} [NeZero N]

/-- The negative lattice Laplacian on a ring of `N` sites. -/
def negLaplacian (φ : ZMod N → ℂ) (x : ZMod N) : ℂ :=
  2 * φ x - φ (x + 1) - φ (x - 1)

/-- The periodic Green function `x (x - N) / (2 N)`, with `x` represented in `0, ..., N - 1`. -/
def green (x : ZMod N) : ℂ :=
  (x.val : ℂ) * ((x.val : ℂ) - N) / (2 * N)

/-- The periodic convolution of a charge density `ρ` with the Green function. -/
def potential (ρ : ZMod N → ℂ) (x : ZMod N) : ℂ :=
  ∑ y, green (x - y) * ρ y

/-- The Laplacian of any periodic potential sums to zero over the cell. -/
theorem sum_negLaplacian (φ : ZMod N → ℂ) : ∑ x, negLaplacian φ x = 0 := by
  have h1 : ∑ x, φ (x + 1) = ∑ x, φ x := Equiv.sum_comp (Equiv.addRight 1) φ
  have h2 : ∑ x, φ (x - 1) = ∑ x, φ x := Equiv.sum_comp (Equiv.subRight 1) φ
  simp only [negLaplacian, Finset.sum_sub_distrib, ← Finset.mul_sum]
  rw [h1, h2]
  ring

/-- Summation by parts: the quadratic form of the negative Laplacian is the sum of the squared
moduli of the differences between neighbouring sites. -/
theorem energy_identity (φ : ZMod N → ℂ) :
    ∑ x, conj (φ x) * negLaplacian φ x = ∑ x, ((‖φ (x + 1) - φ x‖ ^ 2 : ℝ) : ℂ) := by
  -- the two integrands differ by a lattice total derivative
  have hF : ∑ x : ZMod N, (conj (φ (x + 1)) * φ (x + 1 - 1) - conj (φ (x + 1)) * φ (x + 1))
      = ∑ x : ZMod N, (conj (φ x) * φ (x - 1) - conj (φ x) * φ x) :=
    Equiv.sum_comp (Equiv.addRight (1 : ZMod N))
      (fun x => conj (φ x) * φ (x - 1) - conj (φ x) * φ x)
  simp only [add_sub_cancel_right] at hF
  rw [← sub_eq_zero, ← Finset.sum_sub_distrib] at hF ⊢
  refine Eq.trans (Finset.sum_congr rfl fun x _ => ?_) hF
  rw [← Complex.normSq_eq_norm_sq, ← Complex.mul_conj, map_sub, negLaplacian]
  ring

/-- A periodic potential solves the Laplace equation exactly when it is constant. -/
theorem negLaplacian_eq_zero_iff (φ : ZMod N → ℂ) :
    negLaplacian φ = 0 ↔ ∃ c, ∀ x, φ x = c := by
  constructor
  · intro h
    have hE := energy_identity φ
    simp only [h, Pi.zero_apply, mul_zero, Finset.sum_const_zero] at hE
    have hR : ∑ x, ‖φ (x + 1) - φ x‖ ^ 2 = 0 := by exact_mod_cast hE.symm
    -- every bond energy vanishes, so neighbouring values agree
    have hstep : ∀ x, φ (x + 1) = φ x := by
      intro x
      have hx := (Finset.sum_eq_zero_iff_of_nonneg
        (fun y _ => sq_nonneg ‖φ (y + 1) - φ y‖)).mp hR x (Finset.mem_univ x)
      exact sub_eq_zero.mp (norm_eq_zero.mp (pow_eq_zero_iff (two_ne_zero)|>.mp hx))
    have hnat : ∀ k : ℕ, φ (k : ZMod N) = φ 0 := by
      intro k
      induction k with
      | zero => rw [Nat.cast_zero]
      | succ k ih => rw [Nat.cast_succ, hstep, ih]
    refine ⟨φ 0, fun x => ?_⟩
    have hx := hnat x.val
    rwa [ZMod.natCast_zmod_val] at hx
  · rintro ⟨c, hc⟩
    funext x
    change 2 * φ x - φ (x + 1) - φ (x - 1) = 0
    rw [hc x, hc (x + 1), hc (x - 1)]
    ring

omit [NeZero N] in
/-- The polynomial formula for the Green function holds on the closed range `0, ..., N`. -/
theorem green_natCast {k : ℕ} (hk : k ≤ N) :
    green (k : ZMod N) = (k : ℂ) * ((k : ℂ) - N) / (2 * N) := by
  rcases Nat.lt_or_eq_of_le hk with h | h
  · rw [green, ZMod.val_natCast_of_lt h]
  · rw [h]
    simp [green]

/-- The source of the Green function is a unit point charge at the origin together with a uniform
background `-1/N`. -/
theorem negLaplacian_green (x : ZMod N) :
    negLaplacian green x = (if x = 0 then 1 else 0) - 1 / (N : ℂ) := by
  have hN : (N : ℂ) ≠ 0 := Nat.cast_ne_zero.mpr (NeZero.ne N)
  obtain ⟨k, hk, rfl⟩ : ∃ k : ℕ, k < N ∧ (k : ZMod N) = x :=
    ⟨x.val, ZMod.val_lt x, ZMod.natCast_zmod_val x⟩
  have h0 := green_natCast (N := N) hk.le
  have h1 := green_natCast (N := N) (k := k + 1) hk
  rw [Nat.cast_succ, Nat.cast_succ] at h1
  rcases Nat.eq_zero_or_pos k with rfl | hpos
  · -- at the origin the left neighbour is the site `N - 1`
    have h2 := green_natCast (N := N) (k := N - 1) (Nat.sub_le _ _)
    have e : ((N - 1 : ℕ) : ZMod N) = 0 - 1 := by
      rw [Nat.cast_sub (show 1 ≤ N from hk), ZMod.natCast_self, Nat.cast_one]
    have e' : ((N - 1 : ℕ) : ℂ) = N - 1 := by
      rw [Nat.cast_sub (show 1 ≤ N from hk), Nat.cast_one]
    rw [e, e'] at h2
    simp only [Nat.cast_zero] at h0 h1 ⊢
    rw [negLaplacian, h0, h1, h2, if_pos trivial]
    field_simp
    ring
  · -- elsewhere only the constant second difference of the parabola remains
    have h2 := green_natCast (N := N) (k := k - 1) (by omega)
    have e : ((k - 1 : ℕ) : ZMod N) = k - 1 := by
      rw [Nat.cast_sub (show 1 ≤ k from hpos), Nat.cast_one]
    have e' : ((k - 1 : ℕ) : ℂ) = k - 1 := by
      rw [Nat.cast_sub (show 1 ≤ k from hpos), Nat.cast_one]
    rw [e, e'] at h2
    have hne : (k : ZMod N) ≠ 0 := by
      intro h
      have hv := congrArg ZMod.val h
      rw [ZMod.val_natCast_of_lt hk, ZMod.val_zero] at hv
      omega
    rw [negLaplacian, h0, h1, h2, if_neg hne]
    field_simp
    ring

/-- For any charge density, the convolution potential solves the Poisson equation with the
cell average of the charge subtracted. -/
theorem negLaplacian_potential (ρ : ZMod N → ℂ) (x : ZMod N) :
    negLaplacian (potential ρ) x = ρ x - (∑ y, ρ y) / N := by
  have h : negLaplacian (potential ρ) x = ∑ y, negLaplacian green (x - y) * ρ y := by
    simp only [negLaplacian, potential, Finset.mul_sum, ← Finset.sum_sub_distrib]
    refine Finset.sum_congr rfl fun y _ => ?_
    rw [show x + 1 - y = x - y + 1 by ring, show x - 1 - y = x - y - 1 by ring]
    ring
  rw [h]
  simp only [negLaplacian_green, sub_mul, Finset.sum_sub_distrib, ite_mul, one_mul, zero_mul,
    sub_eq_zero, Finset.sum_ite_eq, Finset.mem_univ, if_true, ← Finset.mul_sum]
  ring

/-- The periodic Poisson equation is solvable exactly when the cell is neutral, and the solutions
are exactly the shifts of any one solution by a constant. -/
theorem periodic_poisson (ρ : ZMod N → ℂ) :
    ((∃ φ, negLaplacian φ = ρ) ↔ ∑ x, ρ x = 0) ∧
    ∀ φ ψ, negLaplacian φ = ρ → (negLaplacian ψ = ρ ↔ ∃ c, ∀ x, ψ x = φ x + c) := by
  refine ⟨⟨?_, fun h => ⟨potential ρ, ?_⟩⟩, fun φ ψ hφ => ?_⟩
  · rintro ⟨φ, rfl⟩
    exact sum_negLaplacian φ
  · funext x
    rw [negLaplacian_potential, h, zero_div, sub_zero]
  · -- the difference of two solutions solves the Laplace equation
    have hlin : negLaplacian (fun x => ψ x - φ x) = negLaplacian ψ - negLaplacian φ := by
      funext x
      simp only [negLaplacian, Pi.sub_apply]
      ring
    rw [← hφ, ← sub_eq_zero, ← hlin, negLaplacian_eq_zero_iff]
    simp only [sub_eq_iff_eq_add']

/-- In a neutral cell the convolution potential is the one and only solution of the Poisson
equation whose sum over the cell vanishes. -/
theorem zero_mean_solution_iff (ρ φ : ZMod N → ℂ) (hρ : ∑ x, ρ x = 0) :
    (negLaplacian φ = ρ ∧ ∑ x, φ x = 0) ↔ φ = potential ρ := by
  have hN : (N : ℂ) ≠ 0 := Nat.cast_ne_zero.mpr (NeZero.ne N)
  have hsol : negLaplacian (potential ρ) = ρ := by
    funext x
    rw [negLaplacian_potential, hρ, zero_div, sub_zero]
  have hmean : ∑ x, potential ρ x = 0 := by
    have hs : ∀ y : ZMod N, ∑ x : ZMod N, green (x - y) = ∑ x : ZMod N, green x :=
      fun y => Equiv.sum_comp (Equiv.subRight y) green
    simp only [potential]
    rw [Finset.sum_comm]
    simp only [← Finset.sum_mul, hs]
    rw [← Finset.mul_sum, hρ, mul_zero]
  constructor
  · rintro ⟨h, h0⟩
    obtain ⟨c, hc⟩ := ((periodic_poisson ρ).2 (potential ρ) φ hsol).mp h
    -- the zero average fixes the free constant
    simp only [hc, Finset.sum_add_distrib, hmean, Finset.sum_const, Finset.card_univ,
      ZMod.card, nsmul_eq_mul, zero_add] at h0
    have hc0 : c = 0 := (mul_eq_zero.mp h0).resolve_left hN
    funext x
    rw [hc x, hc0, add_zero]
  · rintro rfl
    exact ⟨hsol, hmean⟩

end

end PeriodicPoisson
```

```lean
#print axioms PeriodicPoisson.periodic_poisson
#print axioms PeriodicPoisson.zero_mean_solution_iff
```

```
'PeriodicPoisson.periodic_poisson' depends on axioms: [propext, Classical.choice, Quot.sound]
'PeriodicPoisson.zero_mean_solution_iff' depends on axioms: [propext, Classical.choice, Quot.sound]
```

## What is established, and for which equation

`ZMod N` is the ring of sites, with wrap-around built into its arithmetic, and `[NeZero N]` says N ≥ 1. `negLaplacian` is L, `green` is g and `potential ρ` is u. The equation `negLaplacian φ = ρ` means equality at every site. `periodic_poisson` states the solvability criterion and describes all solutions once one is given; `zero_mean_solution_iff` identifies `potential ρ` as the only zero-sum solution in a neutral cell.

In the proof, `Equiv.sum_comp` performs the index shifts. `energy_identity` uses the difference F(x+1) − F(x), and `negLaplacian_eq_zero_iff` carries equality from neighbour to neighbour by induction. `green_natCast` extends the parabola to k = N, so `negLaplacian_green` needs only two cases, the origin and the rest, each finished by `field_simp` and `ring`. `negLaplacian_potential` does the convolution, and `periodic_poisson` assembles the parts.

The theorems concern exact arithmetic on a one-dimensional grid. They do not cover rounding error, the continuum limit, three-dimensional cells or the correctness of a Fourier implementation.

Another model would put φ and ρ on all the integers, with ρ periodic and φ unrestricted. Every ρ would then have a solution, built site by site from two starting values, and solutions would differ by a + bx. Requiring φ to be periodic too makes neutrality necessary, and `ZMod N` builds that requirement into the type.
